# Projecting Out Translations Gives the Nearest Symmetric Force Constants That Obey the Acoustic Sum Rule

Let $Q$ be a real symmetric matrix with $Q^2=Q$, and let $\Phi$ be any real square matrix of the same size. Then

$$P=\tfrac12\,Q(\Phi+\Phi^T)Q$$

is symmetric and satisfies $P(1-Q)=0$, and every other matrix with these two properties is strictly farther from $\Phi$ in the Frobenius norm. If $1-Q$ projects onto rigid translations, the condition is the acoustic sum rule. By contrast, take two atoms with off-site blocks $B$ and $B^T$. Resetting each on-site block to minus the off-site block in its row gives a symmetric matrix only if $B$ is symmetric.

## Force constants and rigid translations

Force constants are second derivatives of the energy with respect to displacements, so they form a symmetric matrix. Without an external field, moving all atoms together leaves the forces unchanged, so each row sums to zero over the atoms, for each direction of displacement. Force constants computed by density functional perturbation theory can violate this rule through finite grids or incomplete convergence. For a finite real matrix, such as that of a molecule, $P$ is the smallest repair, in the unweighted Frobenius distance, that gives a symmetric matrix obeying the rule.

## What the theorems say

`Admissible Q X` means that $X$ is symmetric and $X(1-Q)=0$; `frobSq` is the sum of squared entries, and `projected Q Φ` is $P$. `projected_unique_nearest` is the general result, with `hQ` and `hQ2` stating that $Q$ is an orthogonal projector.

For atoms, an index is a pair in `ι × d`: atom and direction. With $N\ge1$ atoms, `translation` is $T_{(i,a),(j,b)}=\delta_{ab}/N$, and `AcousticSumRule X` says $\sum_j X_{p,(j,b)}=0$ for every row $p$ and direction $b$. `acoustic_unique_nearest` is the result for $Q=1-T$. Masses, rotational sum rules and crystal symmetries do not enter.

## Orthogonality and the minimum

Since $Q(1-Q)=0$, we have $P(1-Q)=0$; transposition gives $P^T=P$.

Let $Y$ be admissible. Then $Y=YQ$, and transposing gives $Y=QY$. By cyclicity of the trace,

$$\operatorname{tr}(PY)=\tfrac12\operatorname{tr}(Q(\Phi+\Phi^T)Y)=\tfrac12\operatorname{tr}((\Phi+\Phi^T)Y).$$

Also $\operatorname{tr}(\Phi^TY)=\operatorname{tr}(Y\Phi)=\operatorname{tr}(\Phi Y)$, so $\operatorname{tr}(PY)=\operatorname{tr}(\Phi^TY)$ and $\operatorname{tr}((\Phi-P)^TY)=0$.

For admissible $X$, the difference $Y=P-X$ is admissible. Expanding the square of $\Phi-X=(\Phi-P)+(P-X)$, the cross term vanishes:

$$\|\Phi-X\|^2=\|\Phi-P\|^2+\|P-X\|^2.$$

The last term is positive unless $X=P$.

## Translations and the diagonal correction

$T$ is symmetric, and $T^2=T$ because summing $1/N^2$ over $N$ atoms gives $1/N$. Hence $Q=1-T$ is symmetric and $Q^2=1-2T+T=Q$. Since

$$(XT)_{p,(j,b)}=\frac1N\sum_k X_{p,(k,b)},$$

$X(1-Q)=XT=0$ is exactly the sum rule.

The diagonal correction and its transpose are

$$D=\begin{pmatrix}-B&B\\B^T&-B^T\end{pmatrix},\qquad D^T=\begin{pmatrix}-B^T&B\\B^T&-B\end{pmatrix}.$$

They agree exactly when $B=B^T$. The rows of $D$ obey the sum rule by construction, but symmetry can fail.

## Two atoms on a line

Here $Q=\frac12\begin{pmatrix}1&-1\\-1&1\end{pmatrix}$. Take

$$\Phi=\begin{pmatrix}5&-3\\-1&3\end{pmatrix},\qquad P=\begin{pmatrix}3&-3\\-3&3\end{pmatrix}.$$

The squared distance is $2^2+2^2=8$. The admissible matrix $X=\begin{pmatrix}2&-2\\-2&2\end{pmatrix}$ lies at $9+1+1+1=12=8+4$, as the Pythagorean identity requires.

## The Lean file and its proof

```lean
import Mathlib

open Matrix Finset

namespace AcousticSumRuleProjection

noncomputable section

variable {n ι d : Type*} [Fintype n] [DecidableEq n]
  [Fintype ι] [DecidableEq ι] [Fintype d] [DecidableEq d]

/-- The squared Frobenius norm: the sum of the squares of all entries. -/
def frobSq {n : Type*} [Fintype n] (A : Matrix n n ℝ) : ℝ := ∑ i, ∑ j, A i j ^ 2

/-- Force constants are admissible for `Q` if they are symmetric and vanish on the
range of `1 - Q`. -/
def Admissible (Q X : Matrix n n ℝ) : Prop := X.IsSymm ∧ X * (1 - Q) = 0

/-- The projected force constants `Q (Φ + Φᵀ) Q / 2`. -/
def projected {n : Type*} [Fintype n] (Q Φ : Matrix n n ℝ) : Matrix n n ℝ :=
  (1 / 2 : ℝ) • (Q * (Φ + Φᵀ) * Q)

/-- For an orthogonal projector `Q`, the projected force constants are admissible. -/
theorem projected_admissible {Q : Matrix n n ℝ} (hQ : Q.IsSymm) (hQ2 : Q * Q = Q)
    (Φ : Matrix n n ℝ) : Admissible Q (projected Q Φ) := by
  constructor
  · unfold Matrix.IsSymm projected
    simp only [transpose_smul, transpose_mul, transpose_add, transpose_transpose, hQ.eq]
    rw [add_comm Φᵀ Φ, Matrix.mul_assoc]
  · have h : Q * (1 - Q) = 0 := by rw [mul_sub, mul_one, hQ2, sub_self]
    rw [projected, Matrix.smul_mul, Matrix.mul_assoc, h, Matrix.mul_zero, smul_zero]

/-- For an orthogonal projector `Q`, the part of `Φ` removed by the projection is
orthogonal, in the trace inner product, to all admissible force constants. -/
theorem residual_orthogonal {Q : Matrix n n ℝ} (hQ : Q.IsSymm) (hQ2 : Q * Q = Q)
    (Φ : Matrix n n ℝ) {Y : Matrix n n ℝ} (hY : Admissible Q Y) :
    trace ((Φ - projected Q Φ)ᵀ * Y) = 0 := by
  -- an admissible matrix is unchanged by Q on either side
  have hYQ : Y * Q = Y := by
    have h := hY.2
    rw [mul_sub, mul_one, sub_eq_zero] at h
    exact h.symm
  have hQY : Q * Y = Y := by
    have h := congrArg transpose hYQ
    rwa [transpose_mul, hQ.eq, hY.1.eq] at h
  -- Y absorbs the right projector directly and the left one after a cyclic move in the trace
  have hP : trace (projected Q Φ * Y) = 1 / 2 * trace ((Φ + Φᵀ) * Y) := by
    rw [projected, Matrix.smul_mul, trace_smul, smul_eq_mul, Matrix.mul_assoc, hQY,
      Matrix.trace_mul_comm, ← Matrix.mul_assoc, hYQ, Matrix.trace_mul_comm]
  have hT : trace (Φᵀ * Y) = trace (Φ * Y) := by
    rw [← trace_transpose (Φᵀ * Y), transpose_mul, transpose_transpose, hY.1.eq,
      Matrix.trace_mul_comm]
  rw [transpose_sub, (projected_admissible hQ hQ2 Φ).1.eq, Matrix.sub_mul, trace_sub, hP,
    Matrix.add_mul, trace_add, hT]
  ring

/-- Pythagoras for force constants: for an orthogonal projector `Q` and admissible `X`, the
squared distance from `Φ` to `X` splits at the projected force constants. -/
theorem frobSq_pythagoras {Q : Matrix n n ℝ} (hQ : Q.IsSymm) (hQ2 : Q * Q = Q)
    (Φ : Matrix n n ℝ) {X : Matrix n n ℝ} (hX : Admissible Q X) :
    frobSq (Φ - X) = frobSq (Φ - projected Q Φ) + frobSq (projected Q Φ - X) := by
  have expand : ∀ A B : Matrix n n ℝ,
      frobSq (A + B) = frobSq A + 2 * trace (Aᵀ * B) + frobSq B := by
    intro A B
    have h : trace (Aᵀ * B) = ∑ i, ∑ j, A i j * B i j := by
      simp only [Matrix.trace, Matrix.diag_apply, Matrix.mul_apply, Matrix.transpose_apply]
      exact Finset.sum_comm
    rw [h]
    simp only [frobSq, Matrix.add_apply, Finset.mul_sum, ← Finset.sum_add_distrib]
    exact Finset.sum_congr rfl fun i _ => Finset.sum_congr rfl fun j _ => by ring
  have hP := projected_admissible hQ hQ2 Φ
  have hY : Admissible Q (projected Q Φ - X) :=
    ⟨hP.1.sub hX.1, by rw [Matrix.sub_mul, hP.2, hX.2, sub_self]⟩
  have split : Φ - X = (Φ - projected Q Φ) + (projected Q Φ - X) := by abel
  rw [split, expand, residual_orthogonal hQ hQ2 Φ hY]
  ring

/-- For an orthogonal projector `Q` and any `Φ`, the matrix `Q (Φ + Φᵀ) Q / 2` is admissible,
and every other admissible matrix is strictly farther from `Φ` in the Frobenius norm. -/
theorem projected_unique_nearest {Q : Matrix n n ℝ} (hQ : Q.IsSymm) (hQ2 : Q * Q = Q)
    (Φ : Matrix n n ℝ) :
    Admissible Q (projected Q Φ) ∧ ∀ X, Admissible Q X → X ≠ projected Q Φ →
      frobSq (Φ - projected Q Φ) < frobSq (Φ - X) := by
  refine ⟨projected_admissible hQ hQ2 Φ, fun X hX hne => ?_⟩
  -- a nonzero matrix has a nonzero entry, hence positive norm
  have hpos : 0 < frobSq (projected Q Φ - X) := by
    obtain ⟨i, j, hij⟩ : ∃ i j, (projected Q Φ - X) i j ≠ 0 := by
      by_contra h
      apply hne
      refine (sub_eq_zero.mp ?_).symm
      ext i j
      by_contra hij
      exact h ⟨i, j, hij⟩
    unfold frobSq
    exact Finset.sum_pos' (fun i _ => Finset.sum_nonneg fun j _ => sq_nonneg _)
      ⟨i, Finset.mem_univ _, Finset.sum_pos' (fun j _ => sq_nonneg _)
        ⟨j, Finset.mem_univ _, by positivity⟩⟩
  rw [frobSq_pythagoras hQ hQ2 Φ hX]
  linarith

/-- The projector onto rigid translations of a nonempty set `ι` of atoms with Cartesian
directions `d`: it averages displacements over the atoms. -/
def translation (ι d : Type*) [Fintype ι] [DecidableEq d] : Matrix (ι × d) (ι × d) ℝ :=
  Matrix.of fun p q => if p.2 = q.2 then 1 / (Fintype.card ι : ℝ) else 0

/-- The acoustic sum rule: each row of force constants sums to zero over the atoms, for
every direction of displacement. -/
def AcousticSumRule {ι d : Type*} [Fintype ι] (X : Matrix (ι × d) (ι × d) ℝ) : Prop :=
  ∀ p b, ∑ j, X p (j, b) = 0

omit [DecidableEq ι] in
/-- Applying force constants to the translation projector averages each row over the atoms. -/
theorem mul_translation_apply (X : Matrix (ι × d) (ι × d) ℝ) (p q : ι × d) :
    (X * translation ι d) p q = (∑ k, X p (k, q.2)) / (Fintype.card ι : ℝ) := by
  rw [Matrix.mul_apply, Fintype.sum_prod_type, Finset.sum_div]
  refine Finset.sum_congr rfl fun k _ => ?_
  simp [translation, div_eq_mul_inv]

/-- For at least one atom, the complement of the translations is an orthogonal projector, and
its constraint on force constants is the acoustic sum rule. -/
theorem translation_complement_witness [Nonempty ι] :
    (1 - translation ι d).IsSymm ∧
    (1 - translation ι d) * (1 - translation ι d) = 1 - translation ι d ∧
    ∀ X : Matrix (ι × d) (ι × d) ℝ,
      X * (1 - (1 - translation ι d)) = 0 ↔ AcousticSumRule X := by
  have hN : (Fintype.card ι : ℝ) ≠ 0 := Nat.cast_ne_zero.mpr Fintype.card_ne_zero
  refine ⟨?_, ?_, fun X => ?_⟩
  · refine Matrix.isSymm_one.sub (Matrix.IsSymm.ext fun p q => ?_)
    simp only [translation, Matrix.of_apply, eq_comm]
  · have hT : translation ι d * translation ι d = translation ι d := by
      ext p q
      rw [mul_translation_apply]
      by_cases h : p.2 = q.2
      · simp only [translation, Matrix.of_apply, if_pos h, Finset.sum_const,
          Finset.card_univ, nsmul_eq_mul]
        rw [mul_div_cancel_left₀ _ hN]
      · simp only [translation, Matrix.of_apply, if_neg h, Finset.sum_const_zero, zero_div]
    rw [mul_sub, mul_one, sub_mul, one_mul, hT, sub_self, sub_zero]
  · rw [sub_sub_cancel]
    constructor
    · intro h p b
      have h1 := mul_translation_apply X p (p.1, b)
      rw [h, Matrix.zero_apply] at h1
      exact (div_eq_zero_iff.mp h1.symm).resolve_right hN
    · intro h
      ext p q
      simp [mul_translation_apply, h p q.2]

/-- For at least one atom, projecting out the translations gives the unique nearest matrix to
`Φ` that is symmetric and obeys the acoustic sum rule. -/
theorem acoustic_unique_nearest [Nonempty ι] (Φ : Matrix (ι × d) (ι × d) ℝ) :
    let P := projected (1 - translation ι d) Φ
    (P.IsSymm ∧ AcousticSumRule P) ∧ ∀ X : Matrix (ι × d) (ι × d) ℝ,
      X.IsSymm → AcousticSumRule X → X ≠ P → frobSq (Φ - P) < frobSq (Φ - X) := by
  obtain ⟨hQ, hQ2, hA⟩ := translation_complement_witness (ι := ι) (d := d)
  obtain ⟨hP, hmin⟩ := projected_unique_nearest hQ hQ2 Φ
  exact ⟨⟨hP.1, (hA _).mp hP.2⟩, fun X hs hX hne => hmin X ⟨hs, (hA X).mpr hX⟩ hne⟩

/-- The diagonal correction for two atoms with off-site blocks `B` and `C`: each on-site block
is set to minus the off-site block in its row. -/
def diagonalCorrection {d : Type*} (B C : Matrix d d ℝ) : Matrix (d ⊕ d) (d ⊕ d) ℝ :=
  Matrix.fromBlocks (-B) B C (-C)

/-- For two atoms with off-site blocks `B` and `Bᵀ`, the diagonal correction gives a symmetric
matrix exactly when `B` is itself symmetric. -/
theorem diagonalCorrection_isSymm_iff {d : Type*} (B : Matrix d d ℝ) :
    (diagonalCorrection B Bᵀ).IsSymm ↔ B.IsSymm := by
  rw [diagonalCorrection, Matrix.isSymm_fromBlocks_iff]
  constructor
  · intro h
    -- the on-site block of the first atom is -B
    have h1 := h.1.neg
    rwa [neg_neg] at h1
  · intro h
    exact ⟨h.neg, rfl, transpose_transpose B, h.transpose.neg⟩

end

end AcousticSumRuleProjection
```

```lean
#print axioms AcousticSumRuleProjection.acoustic_unique_nearest
#print axioms AcousticSumRuleProjection.diagonalCorrection_isSymm_iff
```

```
'AcousticSumRuleProjection.acoustic_unique_nearest' depends on axioms: [propext, Classical.choice, Quot.sound]
'AcousticSumRuleProjection.diagonalCorrection_isSymm_iff' depends on axioms: [propext, Classical.choice, Quot.sound]
```

`projected_admissible` checks the two properties of $P$. In `residual_orthogonal`, `hYQ` and `hQY` are $YQ=Y$ and $QY=Y$; `hP` removes the right projector by `hQY` and the left one by `Matrix.trace_mul_comm` and `hYQ`, and `hT` is the transposition step.

`frobSq_pythagoras` proves the expansion of the square entry by entry in `expand`, then applies orthogonality to $P-X$. For strictness, `projected_unique_nearest` finds a nonzero entry of $P-X$, which makes its squared norm positive.

`mul_translation_apply` computes the row average. `translation_complement_witness` uses it both for $T^2=T$ and for the equivalence with the sum rule, where `hN`, which says $N\ne0$, allows $N$ to be cancelled. `acoustic_unique_nearest` then specialises the general theorem.

`diagonalCorrection_isSymm_iff` compares blocks: symmetry of the first on-site block $-B$ forces symmetry of $B$, and the converse checks all four blocks.
